# Double factorization: a sum of products of real symmetric Cholesky matrices is a tensor hypercontraction with a block-diagonal core

Take two orbitals and a single Cholesky matrix

    L = ( 0  1 )
        ( 1  0 )

so that the two-electron integrals are (pq|rs) = L_pq L_rs. This is a toy model chosen for easy arithmetic: it has (11|11) = 0, whereas the Coulomb self-repulsion of an orbital is always positive. The normalised eigenvectors of L are (1, 1)/√2 and (1, −1)/√2, with eigenvalues c_1 = 1 and c_2 = −1. Put the eigenvectors into the columns of an orthogonal matrix U. Then

    L_pq = Σ_k U_pk c_k U_qk

For instance, L_12 = ½·1 + (−½)·(−1) = 1 and L_11 = ½·1 + ½·(−1) = 0. Multiplying two such expressions gives

    (pq|rs) = Σ_kl U_pk U_qk c_k c_l U_rl U_sl

The four orbital indices now sit on four separate factors. Those for p and q share the label k, those for r and s share the label l, and the core matrix Z_kl = c_k c_l joins the two pairs. This core is an outer product, so it has rank one.

With several Cholesky matrices L^t, each is diagonalized by its own U^t. Labels belonging to different t do not couple, so the core becomes block diagonal. In the simulation of electronic Hamiltonians in a finite basis of real orthonormal orbitals, the contribution of each t to the two-electron operator is then half the square of a one-body operator that is diagonal in rotated orbitals, up to one-body terms from operator ordering.

## Integrals, factor and core

```lean
import Mathlib

open Matrix

namespace DoubleFactorization

noncomputable section

variable {n τ : Type*} [Fintype n] [Fintype τ]
```

The type `n` holds the orbital labels and `τ` holds the labels t of the Cholesky matrices. `Fintype` says that both are finite. Below, N is the number of orbitals and T the number of Cholesky matrices.

```lean
/-- Two-electron integrals `(pq|rs) = ∑ t, L^t_pq L^t_rs` built from Cholesky matrices. -/
def choleskyERI (L : τ → Matrix n n ℝ) (p q r s : n) : ℝ :=
  ∑ t, L t p q * L t r s
```

A definition in Lean lists its arguments, then the type of the result after the colon, then the formula after `:=`. Here `L` assigns to each t a real N × N matrix, and `L t p q` is L^t_pq. The definition reads

    (pq|rs) = Σ_t L^t_pq L^t_rs

in chemists' notation, where p and q belong to the same electron. Nothing requires the L^t to come from a particular Cholesky algorithm, so density-fitting factors of the same form are covered too.

```lean
/-- The hypercontracted tensor `∑ μ ν, X_pμ X_qμ Z_μν X_rν X_sν` with factor `X` and core `Z`. -/
def thc {m : Type*} [Fintype m] (X : Matrix n m ℝ) (Z : Matrix m m ℝ) (p q r s : n) : ℝ :=
  ∑ μ, ∑ ν, X p μ * X q μ * Z μ ν * X r ν * X s ν
```

This is the general hypercontracted tensor, for any factor X and any core Z:

    Σ_μν X_pμ X_qμ Z_μν X_rν X_sν

The labels μ and ν play the part of grid points. They run over an arbitrary finite type `m`.

```lean
/-- The factor matrix that places the columns of all the matrices `U^t` side by side. -/
def factor (U : τ → Matrix n n ℝ) : Matrix n (n × τ) ℝ :=
  Matrix.of fun p μ => U μ.2 p μ.1
```

For double factorization, a grid label is a pair μ = (k, t). Lean writes its components as `μ.1` and `μ.2`, so the definition says X_p,(k,t) = U^t_pk. The result has N rows and N·T columns.

```lean
/-- The block-diagonal core whose block `t` is the outer product of `c^t` with itself. -/
def core [DecidableEq τ] (c : τ → n → ℝ) : Matrix (n × τ) (n × τ) ℝ :=
  Matrix.blockDiagonal fun t => Matrix.vecMulVec (c t) (c t)
```

`vecMulVec` is the outer product and `blockDiagonal` puts one block on the diagonal for each t. In components,

    Z_(k,t),(l,t') = δ_tt' c^t_k c^t_l

Each block has rank at most one. The rank is zero when c^t vanishes.

```lean
/-- The matrix `U diag(c) Uᵀ`. -/
def rotatedDiagonal [DecidableEq n] (U : Matrix n n ℝ) (c : n → ℝ) : Matrix n n ℝ :=
  U * Matrix.diagonal c * Uᵀ
```

This names the matrix U diag(c) Uᵀ. The definition accepts any real U; orthogonality is stated separately where it is needed.

## Positivity on orbital pairs

```lean
/-- Integrals built from Cholesky matrices are positive semidefinite on orbital pairs. -/
theorem choleskyERI_nonneg (L : τ → Matrix n n ℝ) (x : n × n → ℝ) :
    0 ≤ ∑ a, ∑ b, x a * choleskyERI L a.1 a.2 b.1 b.2 * x b := by
  -- the quadratic form is a sum of squares, one for each Cholesky matrix
  have h : ∑ t, (∑ a : n × n, x a * L t a.1 a.2) ^ 2 =
      ∑ a, ∑ b, x a * choleskyERI L a.1 a.2 b.1 b.2 * x b := by
    unfold choleskyERI
    simp_rw [sq, Finset.sum_mul_sum, Finset.mul_sum, Finset.sum_mul]
    rw [Finset.sum_comm]
    refine Finset.sum_congr rfl fun a _ => ?_
    rw [Finset.sum_comm]
    refine Finset.sum_congr rfl fun b _ => Finset.sum_congr rfl fun t _ => ?_
    ring
  rw [← h]
  exact Finset.sum_nonneg fun t _ => sq_nonneg _
```

A theorem has the same layout as a definition, with the statement after the colon and the proof after `:= by`. Here `a` and `b` are orbital pairs, and x is any real vector on pairs. Write L^t_a for L^t_pq with a = (p, q). By hand,

    Σ_ab x_a (a|b) x_b = Σ_t (Σ_a x_a L^t_a)(Σ_b x_b L^t_b)
                       = Σ_t (Σ_a x_a L^t_a)² ≥ 0

The intermediate statement `h` is this identity, read from right to left. Lean expands the squares, exchanges the order of summation and lets `ring` settle the remaining algebra. The last line says that a sum of squares is nonnegative. No symmetry of the L^t is used.

## Diagonalizing one matrix

```lean
variable [DecidableEq n]

/-- The entries of `U diag(c) Uᵀ` are `∑ k, U_pk c_k U_qk`. -/
theorem rotatedDiagonal_apply (U : Matrix n n ℝ) (c : n → ℝ) (p q : n) :
    rotatedDiagonal U c p q = ∑ k, U p k * c k * U q k := by
  unfold rotatedDiagonal
  rw [Matrix.mul_apply]
  simp only [Matrix.mul_diagonal, Matrix.transpose_apply]
```

In components, the rotated diagonal matrix is

    (U diag(c) Uᵀ)_pq = Σ_k U_pk c_k U_qk

which is matrix multiplication written out.

```lean
/-- Every real symmetric matrix is `U diag(c) Uᵀ` with `U` orthogonal and `c` real. -/
theorem exists_rotatedDiagonal {A : Matrix n n ℝ} (h : A.IsSymm) :
    ∃ (U : Matrix n n ℝ) (c : n → ℝ),
      U ∈ Matrix.orthogonalGroup n ℝ ∧ A = rotatedDiagonal U c := by
  have hA : A.IsHermitian := by
    unfold Matrix.IsHermitian
    rw [Matrix.conjTranspose_eq_transpose_of_trivial]
    exact h
  refine ⟨hA.eigenvectorUnitary, hA.eigenvalues, hA.eigenvectorUnitary.2, ?_⟩
  refine hA.spectral_theorem.trans ?_
  rw [Unitary.conjStarAlgAut_apply]
  rfl
```

This is the spectral theorem for a real symmetric matrix A. The symbol `∃` introduces the objects claimed to exist, and `U ∈ Matrix.orthogonalGroup n ℝ` says that U is orthogonal. By hand, choose orthonormal eigenvectors as the columns of U and let c contain the eigenvalues. Then

    A U = U diag(c)

and multiplication by Uᵀ from the right gives A = U diag(c) Uᵀ.

Mathlib states the theorem for Hermitian matrices, so the proof first notes that a real symmetric matrix is Hermitian. It then supplies Mathlib's eigenvectors and eigenvalues and rewrites the spectral theorem in the form above.

## Collapsing the core

```lean
/-- With the block-diagonal core, the hypercontracted tensor is the Cholesky sum over the
matrices `U^t diag(c^t) U^tᵀ`, and it has a single sum over the blocks `t`. -/
theorem thc_core [DecidableEq τ] (U : τ → Matrix n n ℝ) (c : τ → n → ℝ) (p q r s : n) :
    thc (factor U) (core c) p q r s =
        ∑ t, ∑ k, ∑ l, U t p k * U t q k * c t k * c t l * U t r l * U t s l ∧
      thc (factor U) (core c) p q r s =
        choleskyERI (fun t => rotatedDiagonal (U t) (c t)) p q r s := by
  have h : thc (factor U) (core c) p q r s =
      ∑ t, ∑ k, ∑ l, U t p k * U t q k * c t k * c t l * U t r l * U t s l := by
    simp only [thc, core, factor, Fintype.sum_prod_type, Matrix.blockDiagonal_apply,
      Matrix.vecMulVec_apply, Matrix.of_apply, mul_ite, ite_mul, mul_zero, zero_mul,
      Finset.sum_ite_eq, Finset.mem_univ, if_true]
    rw [Finset.sum_comm]
    refine Finset.sum_congr rfl fun t _ => Finset.sum_congr rfl fun k _ =>
      Finset.sum_congr rfl fun l _ => ?_
    ring
  refine ⟨h, h.trans ?_⟩
  unfold choleskyERI
  refine Finset.sum_congr rfl fun t _ => ?_
  simp only [rotatedDiagonal_apply, Finset.sum_mul_sum]
  refine Finset.sum_congr rfl fun k _ => Finset.sum_congr rfl fun l _ => ?_
  ring
```

The symbol `∧` means "and". The theorem gives two expressions for the same hypercontracted tensor. Inserting the factor and the core yields

    Σ_(k,t) Σ_(l,t') U^t_pk U^t_qk δ_tt' c^t_k c^t_l U^t'_rl U^t'_sl
      = Σ_t Σ_kl U^t_pk U^t_qk c^t_k c^t_l U^t_rl U^t_sl

This is the first claim. For fixed t, the sums over k and l separate:

    (Σ_k U^t_pk c^t_k U^t_qk) (Σ_l U^t_rl c^t_l U^t_sl)

These are the pq and rs entries of U^t diag(c^t) U^tᵀ. Summing over t gives the Cholesky form, which is the second claim. Orthogonality plays no part in either step.

In the proof, `simp only` inserts the definitions, splits the sums over pairs and uses the Kronecker delta to remove t'. `Finset.sum_comm` moves the sum over t to the front. In the second half, `Finset.sum_mul_sum` turns the product of two sums into a double sum.

## Double factorization of the integrals

```lean
/-- **Double factorization.** For real symmetric Cholesky matrices there are orthogonal `U^t`
and real `c^t` that bring the integrals to hypercontracted form, with a block-diagonal core
whose blocks are the outer products of the `c^t` with themselves. -/
theorem double_factorization [DecidableEq τ] (L : τ → Matrix n n ℝ) (hL : ∀ t, (L t).IsSymm) :
    ∃ (U : τ → Matrix n n ℝ) (c : τ → n → ℝ), (∀ t, U t ∈ Matrix.orthogonalGroup n ℝ) ∧
      (∀ p q r s, choleskyERI L p q r s =
        ∑ t, ∑ k, ∑ l, U t p k * U t q k * c t k * c t l * U t r l * U t s l) ∧
      ∀ p q r s, choleskyERI L p q r s = thc (factor U) (core c) p q r s := by
  -- diagonalize each Cholesky matrix separately
  choose U c hU hLU using fun t => exists_rotatedDiagonal (hL t)
  have e : L = fun t => rotatedDiagonal (U t) (c t) := funext hLU
  have h : ∀ p q r s, choleskyERI L p q r s = thc (factor U) (core c) p q r s := by
    intro p q r s
    rw [(thc_core U c p q r s).2, ← e]
  exact ⟨U, c, hU, fun p q r s => (h p q r s).trans (thc_core U c p q r s).1, h⟩
```

The hypothesis `hL` says that every L^t is symmetric. Physically, it reflects real orbitals, for which the pair density φ_p φ_q does not change when p and q are exchanged. The conclusion provides an orthogonal U^t and a real vector c^t for every t, such that for all p, q, r, s

    (pq|rs) = Σ_t Σ_kl U^t_pk U^t_qk c^t_k c^t_l U^t_rl U^t_sl

The last clause says that the same integrals equal `thc (factor U) (core c)`, with the block-diagonal core displayed explicitly.

The argument joins the two preceding results. Diagonalize each matrix as L^t = U^t diag(c^t) U^tᵀ, insert this into the Cholesky sum, and multiply out. The tactic `choose` collects the separate diagonalizations into functions of t, `e` records that they reproduce L, and `thc_core` does the rest.

Tensor hypercontraction is usually sought with a number of grid points proportional to N. The construction here has N·T grid labels. When T grows with N, as it usually does for Coulomb integrals, the gain lies in the structure of the core and not in a short grid. The equality is exact for the given L^t; the theorem makes no statement about truncating coefficients or about computational cost.

## Which tensors have this form

```lean
/-- A real symmetric positive semidefinite matrix `A` has a factorization `A = Bᵀ B`. -/
theorem exists_cholesky {A : Matrix n n ℝ} (hA : A.IsSymm)
    (hpos : ∀ x : n → ℝ, 0 ≤ ∑ a, ∑ b, x a * A a b * x b) :
    ∃ B : Matrix n n ℝ, ∀ a b, A a b = ∑ t, B t a * B t b := by
  obtain ⟨W, d, hW, hAW⟩ := exists_rotatedDiagonal hA
  have hW' : Wᵀ * W = 1 := Matrix.mem_unitaryGroup_iff'.1 hW
  have hD : Wᵀ * A * W = Matrix.diagonal d := by
    calc Wᵀ * A * W = (Wᵀ * W) * Matrix.diagonal d * (Wᵀ * W) := by
          rw [hAW]
          simp only [rotatedDiagonal, Matrix.mul_assoc]
      _ = Matrix.diagonal d := by rw [hW', Matrix.one_mul, Matrix.mul_one]
  -- each eigenvalue is the quadratic form at its eigenvector
  have hd : ∀ t, 0 ≤ d t := by
    intro t
    have h1 : (Wᵀ * A * W) t t = ∑ a, ∑ b, W a t * A a b * W b t := by
      simp only [Matrix.mul_apply, Matrix.transpose_apply, Finset.sum_mul]
      rw [Finset.sum_comm]
    rw [hD, Matrix.diagonal_apply_eq] at h1
    rw [h1]
    exact hpos fun a => W a t
  refine ⟨Matrix.of fun t a => √(d t) * W a t, fun a b => ?_⟩
  rw [hAW, rotatedDiagonal_apply]
  refine Finset.sum_congr rfl fun t _ => ?_
  simp only [Matrix.of_apply]
  linear_combination (-(W a t * W b t)) * Real.mul_self_sqrt (hd t)
```

The next result needs Cholesky matrices to start from, and this lemma supplies them. Let A be real and symmetric with a nonnegative quadratic form. Diagonalize it as A = W diag(d) Wᵀ, with W orthogonal. Each eigenvalue is the quadratic form evaluated at its normalised eigenvector:

    d_t = Σ_ab W_at A_ab W_bt ≥ 0

The square roots are therefore real, and one can set B_ta = √d_t W_at. Then

    Σ_t B_ta B_tb = Σ_t W_at d_t W_bt = A_ab

In Lean, `hD` is Wᵀ A W = diag(d), `hd` is the nonnegativity of the eigenvalues, and the final line uses √d_t √d_t = d_t. The matrix B need not be triangular, unlike the factor in a textbook Cholesky decomposition; only the product form A = BᵀB matters here.

```lean
/-- A real four-index tensor has a double factorization with blocks labelled by orbital pairs
exactly when it is symmetric under `p ↔ q` and under `pq ↔ rs`, and is positive semidefinite
on orbital pairs. -/
theorem double_factorization_iff (V : n → n → n → n → ℝ) :
    (∃ (U : n × n → Matrix n n ℝ) (c : n × n → n → ℝ),
      (∀ t, U t ∈ Matrix.orthogonalGroup n ℝ) ∧
      ∀ p q r s, V p q r s = thc (factor U) (core c) p q r s) ↔
    (∀ p q r s, V p q r s = V q p r s) ∧ (∀ p q r s, V p q r s = V r s p q) ∧
      ∀ x : n × n → ℝ, 0 ≤ ∑ a, ∑ b, x a * V a.1 a.2 b.1 b.2 * x b := by
  constructor
  · rintro ⟨U, c, -, hV⟩
    have h : ∀ p q r s, V p q r s =
        choleskyERI (fun t => rotatedDiagonal (U t) (c t)) p q r s :=
      fun p q r s => (hV p q r s).trans (thc_core U c p q r s).2
    refine ⟨fun p q r s => ?_, fun p q r s => ?_, fun x => ?_⟩
    · rw [hV, hV, (thc_core U c p q r s).1, (thc_core U c q p r s).1]
      refine Finset.sum_congr rfl fun t _ => Finset.sum_congr rfl fun k _ =>
        Finset.sum_congr rfl fun l _ => ?_
      ring
    · rw [h, h]
      exact Finset.sum_congr rfl fun t _ => mul_comm _ _
    · simp only [h]
      exact choleskyERI_nonneg _ x
  · rintro ⟨h1, h2, h3⟩
    obtain ⟨B, hB⟩ := exists_cholesky
      (A := Matrix.of fun a b : n × n => V a.1 a.2 b.1 b.2)
      (Matrix.IsSymm.ext fun a b => h2 _ _ _ _) h3
    have hV : ∀ p q r s, V p q r s = ∑ t, B t (p, q) * B t (r, s) :=
      fun p q r s => hB (p, q) (r, s)
    -- the antisymmetric part of the Cholesky matrices has zero norm
    have hL : ∀ t, (Matrix.of fun p q => B t (p, q)).IsSymm := by
      refine fun t => Matrix.IsSymm.ext fun p q => ?_
      have e : ∑ t, (B t (q, p) - B t (p, q)) ^ 2 =
          V q p q p - V q p p q - V p q q p + V p q p q := by
        rw [hV q p q p, hV q p p q, hV p q q p, hV p q p q, ← Finset.sum_sub_distrib,
          ← Finset.sum_sub_distrib, ← Finset.sum_add_distrib]
        exact Finset.sum_congr rfl fun t _ => by ring
      have z : ∑ t, (B t (q, p) - B t (p, q)) ^ 2 = 0 := by
        rw [e]
        linarith [h1 q p q p, h1 q p p q]
      have zt := (Finset.sum_eq_zero_iff_of_nonneg fun t _ => sq_nonneg _).1 z t
        (Finset.mem_univ t)
      exact sub_eq_zero.1 (pow_eq_zero_iff two_ne_zero |>.1 zt)
    obtain ⟨U, c, hU, -, h⟩ := double_factorization _ hL
    exact ⟨U, c, hU, fun p q r s => (hV p q r s).trans (h p q r s)⟩

end

end DoubleFactorization
```

The symbol `↔` means "if and only if". On its left, a real four-index tensor V has a double factorization whose blocks are labelled by orbital pairs, so there are N² blocks, some of which may be zero. On its right are three conditions:

    V_pqrs = V_qprs
    V_pqrs = V_rspq
    Σ_ab x_a V_ab x_b ≥ 0 for every real x on orbital pairs

Coulomb integrals over real orbitals satisfy all three. The third expresses the nonnegative electrostatic self-energy of a charge distribution. The theorem takes V as an array of numbers and does not derive these properties from the Coulomb kernel.

From left to right, exchanging p and q only swaps the factors U^t_pk and U^t_qk. Exchanging the pairs swaps L^t_pq and L^t_rs, where L^t = U^t diag(c^t) U^tᵀ. Positivity is `choleskyERI_nonneg`.

From right to left, read V as a matrix on orbital pairs. The second and third conditions allow `exists_cholesky` to be applied, which gives

    V_pqrs = Σ_t L^t_pq L^t_rs,  with L^t_pq = B_t,(p,q)

It remains to show that each L^t is symmetric. Expanding the square gives

    Σ_t (L^t_qp − L^t_pq)² = V_qpqp − V_qppq − V_pqqp + V_pqpq

By the first condition, V_qpqp = V_pqqp and V_qppq = V_pqpq, so the right side is zero. A sum of real squares vanishes only if every term does, hence L^t_qp = L^t_pq for every t. In the code, `e` is the expansion, `z` the cancellation and `zt` the vanishing of each term. The symmetric L^t then go into `double_factorization`, which returns the required U^t and c^t.

```lean
#print axioms DoubleFactorization.double_factorization
-- 'DoubleFactorization.double_factorization' depends on axioms: [propext, Classical.choice, Quot.sound]
#print axioms DoubleFactorization.double_factorization_iff
-- 'DoubleFactorization.double_factorization_iff' depends on axioms: [propext, Classical.choice, Quot.sound]
```
